# Coarse correction with the Galerkin operator scaled by c > 0 never raises the error energy exactly when c ≥ 1/2

Take one unknown, a matrix that is just a number $a>0$, and interpolation $P=1$. If my coarse operator is $ca$ where it should be $a$, one coarse correction turns the error $e$ into $e-(ca)^{-1}ae=(1-1/c)\,e$. The error vanishes at $c=1$, becomes $-e$ at $c=1/2$, and becomes $-3e$ at $c=1/4$. On a real grid, though, most errors are not in the range of the interpolation. Does the part that the coarse grid can't represent shift the safe range of $c$, so that it depends on the matrix and the interpolation?

## The threshold stays at one half for every A and P

It doesn't shift. Let $A$ be real symmetric positive definite, let $P$ have independent columns, at least one, and let $c\neq 0$. Write $G=P^TAP$ for the Galerkin operator and $\mathcal E(e)=e\cdot Ae$ for the energy of an error.

If $s$ solves $As=b$ and $x$ is the iterate, the residual is $b-Ax=Ae$ with $e=s-x$. Restricting it, solving with $cG$, prolonging and adding to $x$ gives the new error
$$M_c e = e-P(cG)^{-1}P^TAe .$$
The inverse exists: for $v\neq0$ we have $Pv\neq0$, so $v\cdot cGv=c\,\mathcal E(Pv)\neq0$ and $cG$ has no null vector.

For an error $Pv$ in the range, $P^TAPv=Gv=cG(v/c)$, hence
$$M_cPv=Pv-\tfrac1c Pv=\tfrac{c-1}{c}\,Pv .$$
An error is unchanged when $P(cG)^{-1}P^TAe=0$. Since $P$ is injective and $cG$ invertible, this means $P^TAe=0$, that is, $(Pw)\cdot Ae=0$ for all $w$: the error is $A$-orthogonal to the range of $P$.

Every error splits into these two kinds. Put $v=G^{-1}P^TAe$ and $r=e-Pv$; then $P^TAr=P^TAe-Gv=0$. As $A$ is symmetric, both cross terms in the energy vanish, so
$$\mathcal E(e)=\mathcal E(Pv)+\mathcal E(r),\qquad \mathcal E(M_ce)=\left(\tfrac{c-1}{c}\right)^2\mathcal E(Pv)+\mathcal E(r).$$
Subtracting,
$$\mathcal E(M_ce)-\mathcal E(e)=\frac{1-2c}{c^2}\,\mathcal E(Pv).$$
The part $r$ has dropped out. If $c\ge1/2$, the right side is never positive. If $c<1/2$, any nonzero error in the range gains energy. At $c=1/2$ every error keeps its energy. The same identity shows that for $c>1/2$ the energy falls strictly unless $e$ is $A$-orthogonal to the range, since only then is $Pv=0$.

Such a $c$ can arise from a mismatched normalisation. Discretise $-d^2/dx^2$ with fixed end values by the three-point stencil on spacing $h$, and interpolate linearly from every second point, with both end points among them. The same stencil on spacing $2h$ is then exactly $\tfrac12P^TAP$. Paired with the restriction $\tfrac12P^T$, it gives the full Galerkin correction. Paired with $P^T$, it gives $c=1/2$: the error component in the range of $P$ is reversed at each correction and loses no energy. In real-space electronic structure this bears on the Poisson solve for the Hartree potential, for a positive definite discretisation, an exactly solved coarse equation and a coarse operator proportional to the Galerkin one. The last condition is restrictive: in three dimensions, with more than one coarse unknown, the seven-point Laplacian on spacing $2h$ is not a multiple of the Galerkin operator built with trilinear interpolation, and the theorem doesn't cover that pairing.

In the Lean file, the finite types `n` and `m` index fine and coarse variables. `A.PosDef` includes symmetry, and `Function.Injective P.mulVec` says that the columns of `P` are independent. `energy` is $\mathcal E$, without a factor $1/2$; `coarseOperator` is $cG$; `coarseStep` is the update of the iterate; and `errorMap` is $M_c$. The number `c` is the ratio of the coarse operator to the Galerkin one, so the two agree at `c = 1`, and `c ≠ 0` also admits negative values.

The main theorem, `energy_nonincreasing_iff`, says that the energy after correction is at most the energy before, for all `e`, if and only if `1 / 2 ≤ c`. Its `[Nonempty m]` supplies a coarse variable; with none, nothing is ever corrected and no value of `c` does harm. The other theorems give the factor on the range, the unchanged errors, the splitting, and conservation at one half. The model is a single linear correction, without smoothing, further levels or an approximate coarse solve. It also leaves out singular matrices, such as the periodic Laplacian with its constant null vector.

```lean
import Mathlib

open Matrix

namespace ScaledCoarseCorrection

noncomputable section

variable {n m : Type*} [Fintype n] [Fintype m] [DecidableEq m]
  {A : Matrix n n ℝ} {P : Matrix n m ℝ} {c : ℝ}

/-- The A-energy `e · A e` of an error `e`. -/
def energy (A : Matrix n n ℝ) (e : n → ℝ) : ℝ := e ⬝ᵥ (A *ᵥ e)

/-- The Galerkin coarse operator `Pᵀ A P`, scaled by `c`. -/
def coarseOperator (A : Matrix n n ℝ) (P : Matrix n m ℝ) (c : ℝ) : Matrix m m ℝ :=
  c • (Pᵀ * A * P)

/-- One coarse correction of the iterate `x` for `A x = b`: restrict the residual, solve with
the coarse operator, prolong and add. The domain is a nonsingular coarse operator. -/
def coarseStep (A : Matrix n n ℝ) (P : Matrix n m ℝ) (c : ℝ) (b x : n → ℝ) : n → ℝ :=
  x + P *ᵥ ((coarseOperator A P c)⁻¹ *ᵥ (Pᵀ *ᵥ (b - A *ᵥ x)))

/-- The map that sends an error to `e - P (c Pᵀ A P)⁻¹ Pᵀ A e`. The domain is a nonsingular
coarse operator. -/
def errorMap (A : Matrix n n ℝ) (P : Matrix n m ℝ) (c : ℝ) (e : n → ℝ) : n → ℝ :=
  e - P *ᵥ ((coarseOperator A P c)⁻¹ *ᵥ (Pᵀ *ᵥ (A *ᵥ e)))

/-- If `s` is the solution for the right-hand side `A s`, a coarse correction of `x` changes
the error `s - x` by the error map. -/
theorem error_after_coarseStep (s x : n → ℝ) :
    s - coarseStep A P c (A *ᵥ s) x = errorMap A P c (s - x) := by
  rw [coarseStep, errorMap, Matrix.mulVec_sub A s x, sub_add_eq_sub_sub]

omit [DecidableEq m] in
private lemma restrict_dot (v : m → ℝ) (y : n → ℝ) :
    (P *ᵥ v) ⬝ᵥ y = v ⬝ᵥ (Pᵀ *ᵥ y) := by
  rw [Matrix.dotProduct_mulVec, Matrix.vecMul_transpose]

omit [DecidableEq m] in
private lemma coarse_apply (v : m → ℝ) :
    coarseOperator A P c *ᵥ v = c • (Pᵀ *ᵥ (A *ᵥ (P *ᵥ v))) := by
  simp only [coarseOperator, Matrix.smul_mulVec, Matrix.mulVec_mulVec, Matrix.mul_assoc]

private lemma energy_pos (hA : A.PosDef) {x : n → ℝ} (hx : x ≠ 0) : 0 < energy A x := by
  have h := hA.dotProduct_mulVec_pos hx
  rw [star_trivial] at h
  exact h

/-- For positive definite `A`, independent columns of `P` and `c ≠ 0`, the scaled coarse
operator is nonsingular. -/
theorem coarse_det_ne_zero (hA : A.PosDef) (hP : Function.Injective P.mulVec) (hc : c ≠ 0) :
    (coarseOperator A P c).det ≠ 0 := by
  intro h
  obtain ⟨v, hv, h0⟩ := Matrix.exists_mulVec_eq_zero_iff.mpr h
  have hPv : P *ᵥ v ≠ 0 := fun h' => hv (hP (h'.trans (Matrix.mulVec_zero P).symm))
  -- a null vector of the coarse operator would prolong to an error of zero energy
  have h1 : c * energy A (P *ᵥ v) = 0 := by
    rw [energy, restrict_dot, ← smul_eq_mul, ← dotProduct_smul, ← coarse_apply, h0,
      dotProduct_zero]
  exact mul_ne_zero hc (energy_pos hA hPv).ne' h1

private lemma coarse_solve (hA : A.PosDef) (hP : Function.Injective P.mulVec) (hc : c ≠ 0)
    (y : m → ℝ) : coarseOperator A P c *ᵥ ((coarseOperator A P c)⁻¹ *ᵥ y) = y := by
  rw [Matrix.mulVec_mulVec,
    Matrix.mul_nonsing_inv _ (isUnit_iff_ne_zero.mpr (coarse_det_ne_zero hA hP hc)),
    Matrix.one_mulVec]

private lemma coarse_cancel (hA : A.PosDef) (hP : Function.Injective P.mulVec) (hc : c ≠ 0)
    (y : m → ℝ) : (coarseOperator A P c)⁻¹ *ᵥ (coarseOperator A P c *ᵥ y) = y := by
  rw [Matrix.mulVec_mulVec,
    Matrix.nonsing_inv_mul _ (isUnit_iff_ne_zero.mpr (coarse_det_ne_zero hA hP hc)),
    Matrix.one_mulVec]

/-- For positive definite `A`, independent columns of `P` and `c ≠ 0`, an error in the range
of `P` is multiplied by `(c - 1) / c = 1 - 1 / c`. -/
theorem errorMap_range (hA : A.PosDef) (hP : Function.Injective P.mulVec) (hc : c ≠ 0)
    (v : m → ℝ) : errorMap A P c (P *ᵥ v) = ((c - 1) / c) • (P *ᵥ v) := by
  have h : Pᵀ *ᵥ (A *ᵥ (P *ᵥ v)) = coarseOperator A P c *ᵥ (c⁻¹ • v) := by
    rw [Matrix.mulVec_smul, coarse_apply, smul_smul, inv_mul_cancel₀ hc, one_smul]
  have hf : (c - 1) / c = 1 - c⁻¹ := by
    rw [sub_div, div_self hc, one_div]
  rw [errorMap, h, coarse_cancel hA hP hc, Matrix.mulVec_smul, hf, sub_smul, one_smul]

/-- For positive definite `A`, independent columns of `P` and `c ≠ 0`, the errors left
unchanged are exactly those that are A-orthogonal to the range of `P`. -/
theorem errorMap_eq_self_iff (hA : A.PosDef) (hP : Function.Injective P.mulVec) (hc : c ≠ 0)
    (e : n → ℝ) : errorMap A P c e = e ↔ ∀ v, (P *ᵥ v) ⬝ᵥ (A *ᵥ e) = 0 := by
  constructor
  · intro h v
    rw [errorMap] at h
    have h1 := hP ((sub_eq_self.mp h).trans (Matrix.mulVec_zero P).symm)
    have h2 := coarse_solve hA hP hc (Pᵀ *ᵥ (A *ᵥ e))
    rw [h1, Matrix.mulVec_zero] at h2
    rw [restrict_dot, ← h2, dotProduct_zero]
  · intro h
    have h0 : Pᵀ *ᵥ (A *ᵥ e) = 0 :=
      dotProduct_self_eq_zero.mp (by rw [← restrict_dot]; exact h _)
    rw [errorMap, h0, Matrix.mulVec_zero, Matrix.mulVec_zero, sub_zero]

/-- For positive definite `A` and independent columns of `P`, every error is the sum of a part
in the range of `P` and a part A-orthogonal to that range. -/
theorem exists_splitting (hA : A.PosDef) (hP : Function.Injective P.mulVec) (e : n → ℝ) :
    ∃ v r, e = P *ᵥ v + r ∧ ∀ w, (P *ᵥ w) ⬝ᵥ (A *ᵥ r) = 0 := by
  -- the unscaled Galerkin correction supplies the part in the range
  refine ⟨(coarseOperator A P 1)⁻¹ *ᵥ (Pᵀ *ᵥ (A *ᵥ e)), errorMap A P 1 e, ?_, ?_⟩
  · rw [errorMap, add_sub_cancel]
  · intro w
    have h := coarse_solve hA hP one_ne_zero (Pᵀ *ᵥ (A *ᵥ e))
    rw [coarse_apply, one_smul] at h
    rw [restrict_dot, errorMap, Matrix.mulVec_sub A, Matrix.mulVec_sub Pᵀ, h, sub_self,
      dotProduct_zero]

private lemma energy_smul_add (hA : A.PosDef) {x r : n → ℝ} (h : x ⬝ᵥ (A *ᵥ r) = 0) (a : ℝ) :
    energy A (a • x + r) = a ^ 2 * energy A x + energy A r := by
  have hs := hA.isHermitian.eq
  rw [Matrix.conjTranspose_eq_transpose_of_trivial] at hs
  have h' : r ⬝ᵥ (A *ᵥ x) = 0 := by
    rw [Matrix.dotProduct_mulVec, ← Matrix.mulVec_transpose, hs, dotProduct_comm, h]
  simp only [energy, Matrix.mulVec_add, Matrix.mulVec_smul, add_dotProduct, dotProduct_add,
    smul_dotProduct, dotProduct_smul, smul_eq_mul, h, h']
  ring

/-- For positive definite `A`, independent columns of `P`, `c ≠ 0` and `r` A-orthogonal to the
range of `P`, correcting the error `P v + r` multiplies the energy of `P v` by
`((c - 1) / c) ^ 2` and keeps that of `r`. -/
theorem energy_errorMap (hA : A.PosDef) (hP : Function.Injective P.mulVec) (hc : c ≠ 0)
    (v : m → ℝ) {r : n → ℝ} (hr : ∀ w, (P *ᵥ w) ⬝ᵥ (A *ᵥ r) = 0) :
    energy A (errorMap A P c (P *ᵥ v + r))
      = ((c - 1) / c) ^ 2 * energy A (P *ᵥ v) + energy A r := by
  have hadd : errorMap A P c (P *ᵥ v + r)
      = errorMap A P c (P *ᵥ v) + errorMap A P c r := by
    simp only [errorMap, Matrix.mulVec_add]
    abel
  rw [hadd, errorMap_range hA hP hc, (errorMap_eq_self_iff hA hP hc r).mpr hr,
    energy_smul_add hA (hr v)]

/-- For positive definite `A`, independent columns of `P` (at least one) and `c ≠ 0`, coarse
correction never increases the A-energy of any error if and only if `c ≥ 1/2`. -/
theorem energy_nonincreasing_iff [Nonempty m] (hA : A.PosDef)
    (hP : Function.Injective P.mulVec) (hc : c ≠ 0) :
    (∀ e, energy A (errorMap A P c e) ≤ energy A e) ↔ 1 / 2 ≤ c := by
  have hfac : ((c - 1) / c) ^ 2 ≤ 1 ↔ 1 / 2 ≤ c := by
    rw [div_pow, div_le_one (by positivity)]
    constructor <;> intro h <;> nlinarith
  rw [← hfac]
  constructor
  · -- test on a nonzero error in the range of P
    intro h
    have hv : (fun _ => 1 : m → ℝ) ≠ 0 := fun h0 =>
      one_ne_zero (congrFun h0 (Classical.arbitrary m))
    have hPv : P *ᵥ (fun _ => 1 : m → ℝ) ≠ 0 := fun h' =>
      hv (hP (h'.trans (Matrix.mulVec_zero P).symm))
    have h1 := h (P *ᵥ (fun _ => 1 : m → ℝ) + 0)
    have hz : energy A 0 = 0 := by rw [energy, zero_dotProduct]
    rw [energy_errorMap hA hP hc _ (fun w => by rw [Matrix.mulVec_zero, dotProduct_zero]),
      hz, add_zero, add_zero] at h1
    exact le_of_mul_le_mul_right (by rwa [one_mul]) (energy_pos hA hPv)
  · -- split the error and compare the energies of the two parts
    intro h e
    obtain ⟨v, r, rfl, hr⟩ := exists_splitting hA hP e
    have h2 := energy_smul_add hA (hr v) 1
    rw [one_smul] at h2
    have h3 : 0 ≤ energy A (P *ᵥ v) := by
      by_cases h0 : P *ᵥ v = 0
      · rw [h0, energy, zero_dotProduct]
      · exact (energy_pos hA h0).le
    rw [energy_errorMap hA hP hc v hr, h2]
    nlinarith [mul_le_mul_of_nonneg_right h h3]

/-- For positive definite `A` and independent columns of `P`, coarse correction with `c = 1/2`
conserves the A-energy of every error. -/
theorem energy_conserved_half (hA : A.PosDef) (hP : Function.Injective P.mulVec)
    (e : n → ℝ) : energy A (errorMap A P (1 / 2) e) = energy A e := by
  obtain ⟨v, r, rfl, hr⟩ := exists_splitting hA hP e
  have h2 := energy_smul_add hA (hr v) 1
  rw [one_smul] at h2
  rw [energy_errorMap hA hP (by norm_num) v hr, h2]
  norm_num

end

end ScaledCoarseCorrection
```

```lean
#print axioms ScaledCoarseCorrection.error_after_coarseStep
#print axioms ScaledCoarseCorrection.energy_nonincreasing_iff
#print axioms ScaledCoarseCorrection.energy_conserved_half
```

```
'ScaledCoarseCorrection.error_after_coarseStep' depends on axioms: [propext, Classical.choice, Quot.sound]
'ScaledCoarseCorrection.energy_nonincreasing_iff' depends on axioms: [propext, Classical.choice, Quot.sound]
'ScaledCoarseCorrection.energy_conserved_half' depends on axioms: [propext, Classical.choice, Quot.sound]
```

`error_after_coarseStep` ties the error map to the actual update by expanding the residual. `restrict_dot` moves $P$ across a dot product as $P^T$, and `coarse_apply` writes out $cGv$. In `coarse_det_ne_zero`, a zero determinant would yield a null vector `v`, whose prolongation would have zero energy, against `energy_pos`. The lemmas `coarse_solve` and `coarse_cancel` then allow the inverse to be used on either side.

`errorMap_range` rewrites $P^TAPv$ as $cG(v/c)$ and cancels. In `errorMap_eq_self_iff`, the forward direction uses injectivity and the solved coarse equation. The backward one tests orthogonality with $w=P^TAe$ itself, so that this vector has zero length. `exists_splitting` takes its two parts from the correction with $c=1$.

`energy_smul_add` is Pythagoras in the $A$-inner product, with symmetry removing the second cross term. `energy_errorMap` combines it with linearity of the error map to give the energy after correction.

In the main theorem, `hfac` shows that the squared factor is at most 1 exactly when $c\ge1/2$: it clears the denominator $c^2$ and leaves the inequality to `nlinarith`. Necessity is tested on $Pv$ with all entries of $v$ equal to 1, dividing by its positive energy. Sufficiency splits the error and compares the two energies. `energy_conserved_half` uses the same splitting with the squared factor equal to 1.
